# A honeycomb of harmonic nearest-neighbour springs loses its shear stiffness when the sublattices relax

Let n_0, n_1, n_2 be planar unit vectors at 120 degrees to one another, the bond directions around an atom of a honeycomb lattice. Let k > 0 be the spring constant times the squared bond length. Under a small symmetric strain e and a small relative shift u of the two sublattices, measured in bond lengths, the three initially unstressed springs of a primitive cell store the energy

E(u) = (k/2) Σ_a (n_a·e n_a + n_a·u)².

With the sublattices clamped, and after they relax, this gives

E(0) = (3k/16) ((tr e)² + 2 tr e²),

min_u E(u) = (3k/8) (tr e)².

The relaxed energy depends only on the change of area, so a pure shear costs nothing. In a simulation with a planar honeycomb force field, harmonic nearest-neighbour stretching at its natural length therefore gives no shear modulus once the atoms relax; angle terms or further neighbours, for example, can supply one.

```lean
import Mathlib

open Matrix

namespace HoneycombSprings

noncomputable section
```

## The bonds, the strain and the shift

The bond star is described by its scalar products alone: n_a·n_a = 1, and n_a·n_b = −1/2 for a ≠ b. This leaves its orientation and handedness free. In Lean, `n : Fin 3 → Fin 2 → ℝ` lists three vectors with two components each, both counted from 0, and `⬝ᵥ` is the scalar product.

```lean
/-- Three planar bond directions of unit length, any two of which enclose 120 degrees
(scalar product `-1/2`). -/
structure IsHoneycombStar (n : Fin 3 → Fin 2 → ℝ) : Prop where
  unit : ∀ a, n a ⬝ᵥ n a = 1
  angle : ∀ a b, a ≠ b → n a ⬝ᵥ n b = -1 / 2
```

A bond of length ℓ starts as ℓ n_a. A uniform strain and a sublattice shift of ℓu turn it into ℓ(n_a + e n_a + u). To first order, its relative elongation is the component of e n_a + u along n_a. The strain contributes

ε_a = n_a·e n_a.

The product `e *ᵥ n a` is the matrix e applied to n_a.

```lean
/-- The relative elongation `n_a · e n_a` that a uniform strain `e` gives to bond `a`. -/
def bondStrain (n : Fin 3 → Fin 2 → ℝ) (e : Matrix (Fin 2) (Fin 2) ℝ) (a : Fin 3) : ℝ :=
  n a ⬝ᵥ (e *ᵥ n a)
```

If a spring has the ordinary constant K, its energy is (1/2)Kℓ² times the squared relative elongation. Hence k = Kℓ² is an energy, and u is measured in bond lengths. A primitive cell contains three bonds, so the sum over a is the energy per cell. The model assumes small deformations, springs unstressed at the start, and the same shift in every cell.

```lean
/-- The spring energy of the three bonds under strain `e` and a relative shift `u` of the two
sublattices, measured in bond lengths. -/
def energy (k : ℝ) (n : Fin 3 → Fin 2 → ℝ) (e : Matrix (Fin 2) (Fin 2) ℝ)
    (u : Fin 2 → ℝ) : ℝ :=
  k / 2 * ∑ a, (bondStrain n e a + n a ⬝ᵥ u) ^ 2
```

Setting the gradient of E with respect to u to zero gives k Σ_a ε_a n_a + k Σ_a (n_a·u) n_a = 0. For this star the second sum is (3/2)u, as shown below, so the stationary shift is

u* = −(2/3) Σ_a ε_a n_a.

The definition records this formula; its minimising property is proved later.

```lean
/-- The internal shift `-(2/3) ∑ (n_a · e n_a) n_a` of the sublattices. -/
def relaxedShift (n : Fin 3 → Fin 2 → ℝ) (e : Matrix (Fin 2) (Fin 2) ℝ) : Fin 2 → ℝ :=
  fun i => -(2 / 3) * ∑ a, bondStrain n e a * n a i
```

One such star has a bond along the first axis and the other two at ±120 degrees. Its scalar products follow from (√3)² = 3.

```lean
variable {n : Fin 3 → Fin 2 → ℝ}

/-- The directions `(1, 0)`, `(-1/2, √3/2)` and `(-1/2, -√3/2)` form a honeycomb star. -/
theorem isHoneycombStar_witness :
    IsHoneycombStar ![![1, 0], ![-1 / 2, Real.sqrt 3 / 2], ![-1 / 2, -Real.sqrt 3 / 2]] := by
  have h3 : Real.sqrt 3 * Real.sqrt 3 = 3 := Real.mul_self_sqrt (by norm_num)
  constructor
  · intro a
    fin_cases a <;> simp [dotProduct, Fin.sum_univ_two] <;> nlinarith [h3]
  · intro a b hab
    fin_cases a <;> fin_cases b <;> simp [dotProduct, Fin.sum_univ_two] at hab ⊢ <;>
      nlinarith [h3]
```

## Coordinates along one bond

The scalar products fix the star up to rotation and reflection. First,

|n_0 + n_1 + n_2|² = 3 + 6·(−1/2) = 0,

so the bonds add up to zero. Write n_0 = (c, s), with c² + s² = 1, and let m = (−s, c) be the perpendicular unit vector. Since n_1 has component −1/2 along n_0,

n_1 = −n_0/2 + r m, n_2 = −n_0/2 − r m, r² = 1 − 1/4 = 3/4.

The sign of r is the handedness. Lean obtains r as the planar cross product of n_0 and n_1. Here and below, `linear_combination` proves an equation by exhibiting it as a combination of known equations with explicit coefficients.

```lean
/-- In a honeycomb star the second and third bonds are the first one times `-1/2`, plus or minus
a perpendicular vector of squared length `3/4`. -/
theorem star_coords (h : IsHoneycombStar n) :
    ∃ c s r : ℝ, c ^ 2 + s ^ 2 = 1 ∧ r ^ 2 = 3 / 4 ∧ n 0 = ![c, s] ∧
      n 1 = ![-c / 2 - r * s, -s / 2 + r * c] ∧
      n 2 = ![-c / 2 + r * s, -s / 2 - r * c] := by
  have h00 := h.unit 0
  have h11 := h.unit 1
  have h22 := h.unit 2
  have h01 := h.angle 0 1 (by decide)
  have h02 := h.angle 0 2 (by decide)
  have h12 := h.angle 1 2 (by decide)
  simp only [dotProduct, Fin.sum_univ_two] at h00 h11 h22 h01 h02 h12
  -- the three bonds add up to zero, since their sum has length zero
  have hs : (n 0 0 + n 1 0 + n 2 0) ^ 2 + (n 0 1 + n 1 1 + n 2 1) ^ 2 = 0 := by
    linear_combination h00 + h11 + h22 + 2 * h01 + 2 * h02 + 2 * h12
  have hX : n 0 0 + n 1 0 + n 2 0 = 0 := by
    apply pow_eq_zero_iff (two_ne_zero) |>.mp
    linarith [sq_nonneg (n 0 0 + n 1 0 + n 2 0), sq_nonneg (n 0 1 + n 1 1 + n 2 1)]
  have hY : n 0 1 + n 1 1 + n 2 1 = 0 := by
    apply pow_eq_zero_iff (two_ne_zero) |>.mp
    linarith [sq_nonneg (n 0 0 + n 1 0 + n 2 0), sq_nonneg (n 0 1 + n 1 1 + n 2 1)]
  obtain ⟨r, hr⟩ : ∃ r, r = n 0 0 * n 1 1 - n 0 1 * n 1 0 := ⟨_, rfl⟩
  have hp : n 1 0 = -n 0 0 / 2 - r * n 0 1 := by
    rw [hr]; linear_combination -n 1 0 * h00 + n 0 0 * h01
  have hq : n 1 1 = -n 0 1 / 2 + r * n 0 0 := by
    rw [hr]; linear_combination -n 1 1 * h00 + n 0 1 * h01
  have hx : n 2 0 = -n 0 0 / 2 + r * n 0 1 := by linear_combination hX - hp
  have hy : n 2 1 = -n 0 1 / 2 - r * n 0 0 := by linear_combination hY - hq
  refine ⟨n 0 0, n 0 1, r, by linear_combination h00, ?_,
    funext (Fin.forall_fin_two.mpr ⟨rfl, rfl⟩), funext (Fin.forall_fin_two.mpr ⟨hp, hq⟩),
    funext (Fin.forall_fin_two.mpr ⟨hx, hy⟩)⟩
  rw [hr]
  linear_combination (n 1 0 ^ 2 + n 1 1 ^ 2) * h00 + h11
    - (n 0 0 * n 1 0 + n 0 1 * n 1 1 - 1 / 2) * h01
```

## Two sums over the bonds

In these coordinates the cross terms between n_0 and m cancel:

Σ_a n_a n_aᵀ = (3/2) n_0 n_0ᵀ + 2r² m mᵀ = (3/2) I.

Contracting with e gives Σ_a ε_a = (3/2) tr e. The proof inserts the components, then uses r² = 3/4 and c² + s² = 1.

```lean
/-- The elongations of the three bonds of a honeycomb star add up to `3/2` of the trace of the
strain. -/
theorem sum_bondStrain (h : IsHoneycombStar n) (e : Matrix (Fin 2) (Fin 2) ℝ) :
    ∑ a, bondStrain n e a = 3 / 2 * e.trace := by
  obtain ⟨c, s, r, hc, hr, h0, h1, h2⟩ := star_coords h
  simp only [bondStrain, Matrix.mulVec, dotProduct, Fin.sum_univ_three, Fin.sum_univ_two,
    h0, h1, h2, Matrix.cons_val_zero, Matrix.cons_val_one, Matrix.trace_fin_two]
  linear_combination (2 * s ^ 2 * e 0 0 - 2 * c * s * (e 0 1 + e 1 0) + 2 * c ^ 2 * e 1 1) * hr
    + 3 / 2 * (e 0 0 + e 1 1) * hc
```

Contracting the same identity twice with u gives Σ_a (n_a·u)² = (3/2)|u|². The restoring force against a shift is therefore isotropic.

```lean
/-- The squared projections of a shift on the bonds of a honeycomb star add up to `3/2` of its
squared length. -/
theorem sum_proj_sq (h : IsHoneycombStar n) (u : Fin 2 → ℝ) :
    ∑ a, (n a ⬝ᵥ u) ^ 2 = 3 / 2 * (u ⬝ᵥ u) := by
  obtain ⟨c, s, r, hc, hr, h0, h1, h2⟩ := star_coords h
  simp only [dotProduct, Fin.sum_univ_three, Fin.sum_univ_two,
    h0, h1, h2, Matrix.cons_val_zero, Matrix.cons_val_one]
  linear_combination
    (2 * s ^ 2 * u 0 ^ 2 - 4 * c * s * u 0 * u 1 + 2 * c ^ 2 * u 1 ^ 2) * hr
    + 3 / 2 * (u 0 ^ 2 + u 1 ^ 2) * hc
```

## The clamped energy

For symmetric e, put A = n_0·e n_0, B = n_0·e m and D = m·e m. The elongations are

ε_0 = A, ε_1 = A/4 + 3D/4 − rB, ε_2 = A/4 + 3D/4 + rB.

Squaring and adding,

Σ_a ε_a² = A² + (A + 3D)²/8 + (3/2)B²
= (9/8)(A² + D²) + (3/4)AD + (3/2)B².

Since tr e = A + D and tr e² = A² + 2B² + D², this equals (3/8)((tr e)² + 2 tr e²). Multiplication by k/2 gives E(0).

Lean keeps the original axes instead of rotating to n_0 and m, which is why its coefficients are long polynomials in c, s and r. Symmetry enters as `h10`, the equality of the two off-diagonal entries. It matters: an antisymmetric e is an infinitesimal rotation and stretches no bond, yet tr e² is non-zero unless e vanishes.

```lean
/-- With the sublattices clamped, a honeycomb star under symmetric strain `e` has the energy
`(3k/16) ((tr e)² + 2 tr e²)`. -/
theorem clamped_energy (h : IsHoneycombStar n) (k : ℝ) {e : Matrix (Fin 2) (Fin 2) ℝ}
    (he : e.IsSymm) :
    energy k n e 0 = 3 * k / 16 * (e.trace ^ 2 + 2 * (e * e).trace) := by
  obtain ⟨c, s, r, hc, hr, h0, h1, h2⟩ := star_coords h
  have h10 : e 1 0 = e 0 1 := he.apply 0 1
  simp only [energy, Pi.zero_apply, mul_zero, add_zero, bondStrain, Matrix.mulVec, dotProduct,
    Fin.sum_univ_three, Fin.sum_univ_two, h0, h1, h2, Matrix.cons_val_zero,
    Matrix.cons_val_one, Matrix.trace_fin_two, Matrix.mul_apply, h10]
  -- `hr` and `hc` reduce the fourth moments of the bond directions to numbers
  linear_combination
    k / 2 * (e 0 0 ^ 2 * (3 * c ^ 2 * s ^ 2 + 2 * s ^ 4 * (r ^ 2 + 3 / 4))
      + 4 * e 0 0 * e 0 1 * (3 / 2 * c * s ^ 3 - 3 / 2 * c ^ 3 * s
        - 2 * s ^ 3 * c * (r ^ 2 + 3 / 4))
      + (4 * e 0 1 ^ 2 + 2 * e 0 0 * e 1 1) * (2 * c ^ 2 * s ^ 2 * (r ^ 2 + 1 / 4)
        + (s ^ 2 - c ^ 2) ^ 2 / 2)
      + 4 * e 0 1 * e 1 1 * (3 / 2 * s * c ^ 3 - 3 / 2 * s ^ 3 * c
        - 2 * c ^ 3 * s * (r ^ 2 + 3 / 4))
      + e 1 1 ^ 2 * (3 * c ^ 2 * s ^ 2 + 2 * c ^ 4 * (r ^ 2 + 3 / 4))) * hr
    + k / 2 * (c ^ 2 + s ^ 2 + 1) * (9 / 8 * e 0 0 ^ 2 + 9 / 8 * e 1 1 ^ 2
      + 3 / 8 * (4 * e 0 1 ^ 2 + 2 * e 0 0 * e 1 1)) * hc
```

## Completing the square

Let G = Σ_a ε_a n_a. The scalar products of the star give

|G|² = Σ_a ε_a² − Σ_{a<b} ε_a ε_b = (3/2) Σ_a ε_a² − (1/2)(Σ_a ε_a)²,

and therefore

Σ_a ε_a² = (2/3)|G|² + (1/3)(Σ_a ε_a)².

A shift can cancel the first part but not the second, because Σ_a n_a·u = 0. Expanding the energy and inserting the sums over bonds,

E(u) = (k/2) [Σ_a ε_a² + 2G·u + (3/2)|u|²]
= (k/2) [(1/3)(Σ_a ε_a)² + (3/2)|u + (2/3)G|²]
= (3k/8)(tr e)² + (3k/4)|u − u*|².

The Lean proof names the elongations p, q and t, proves the splitting as `hG`, and combines it with the two bond sums. This identity needs neither a symmetric e nor a positive k.

```lean
/-- The energy of a honeycomb star is `(3k/8) (tr e)²` plus `3k/4` times the squared distance of
the shift `u` from `relaxedShift`. -/
theorem energy_complete_square (h : IsHoneycombStar n) (k : ℝ)
    (e : Matrix (Fin 2) (Fin 2) ℝ) (u : Fin 2 → ℝ) :
    energy k n e u = 3 * k / 8 * e.trace ^ 2
      + 3 * k / 4 * ((u - relaxedShift n e) ⬝ᵥ (u - relaxedShift n e)) := by
  have h00 := h.unit 0
  have h11 := h.unit 1
  have h22 := h.unit 2
  have h01 := h.angle 0 1 (by decide)
  have h02 := h.angle 0 2 (by decide)
  have h12 := h.angle 1 2 (by decide)
  have hT := sum_bondStrain h e
  have hu := sum_proj_sq h u
  simp only [dotProduct, Fin.sum_univ_two, Fin.sum_univ_three] at h00 h11 h22 h01 h02 h12 hT hu
  simp only [energy, relaxedShift, dotProduct, Fin.sum_univ_two, Fin.sum_univ_three,
    Pi.sub_apply]
  generalize bondStrain n e 0 = p at *
  generalize bondStrain n e 1 = q at *
  generalize bondStrain n e 2 = t at *
  -- the sum of squared elongations splits into a part that a shift can cancel and a third of
  -- the square of their sum
  have hG : p ^ 2 + q ^ 2 + t ^ 2 = 2 / 3 * ((p * n 0 0 + q * n 1 0 + t * n 2 0) ^ 2
      + (p * n 0 1 + q * n 1 1 + t * n 2 1) ^ 2) + 1 / 3 * (p + q + t) ^ 2 := by
    linear_combination -(2 / 3) * (p ^ 2 * h00 + q ^ 2 * h11 + t ^ 2 * h22)
      - 4 / 3 * (p * q * h01 + p * t * h02 + q * t * h12)
  linear_combination k / 2 * hG + k / 2 * hu + k / 6 * (p + q + t + 3 / 2 * e.trace) * hT
```

In an actual calculation, straining the cell at fixed fractional coordinates gives E(0); relaxing the atoms with the cell held fixed gives the minimum. For a harmonic model the relaxation is one linear solve, H u = −g, where H is the matrix of second derivatives with respect to u and g is the gradient at u = 0. Here H = (3k/2)I and g = kG, so a single Newton step from the clamped positions lands on u*.

## The minimum and its only minimiser

For k > 0 the squared distance from u* can only raise the energy, and it vanishes at u = u*. This yields the least value (3k/8)(tr e)².

In the theorem, `Set.range (energy k n e)` is the set of energies reached as u runs over the plane. `IsLeast` says that the stated number belongs to this set and is a lower bound for it. The proof supplies `relaxedShift n e` for the first part and the non-negative square for the second.

```lean
/-- For `k > 0` and symmetric strain, a honeycomb star has the clamped energy
`(3k/16) ((tr e)² + 2 tr e²)`, and its least energy over all sublattice shifts is
`(3k/8) (tr e)²`. -/
theorem honeycomb_relaxation (h : IsHoneycombStar n) {k : ℝ} (hk : 0 < k)
    {e : Matrix (Fin 2) (Fin 2) ℝ} (he : e.IsSymm) :
    energy k n e 0 = 3 * k / 16 * (e.trace ^ 2 + 2 * (e * e).trace) ∧
      IsLeast (Set.range (energy k n e)) (3 * k / 8 * e.trace ^ 2) := by
  refine ⟨clamped_energy h k he, ⟨relaxedShift n e, ?_⟩, ?_⟩
  · rw [energy_complete_square h, sub_self, dotProduct_zero, mul_zero, add_zero]
  · rintro _ ⟨u, rfl⟩
    rw [energy_complete_square h]
    have hd : 0 ≤ (u - relaxedShift n e) ⬝ᵥ (u - relaxedShift n e) :=
      Finset.sum_nonneg fun i _ => mul_self_nonneg _
    have := mul_nonneg (by positivity : 0 ≤ 3 * k / 4) hd
    linarith
```

Equality with the minimum forces |u − u*|² = 0, hence u = u*. The chain of rewrites follows this argument and uses 3k/4 ≠ 0 to remove the prefactor.

```lean
/-- For `k > 0` the least energy of a honeycomb star is reached at `relaxedShift` and at no other
shift. -/
theorem energy_eq_min_iff (h : IsHoneycombStar n) {k : ℝ} (hk : 0 < k)
    (e : Matrix (Fin 2) (Fin 2) ℝ) (u : Fin 2 → ℝ) :
    energy k n e u = 3 * k / 8 * e.trace ^ 2 ↔ u = relaxedShift n e := by
  have hk' : 3 * k / 4 ≠ 0 := by positivity
  rw [energy_complete_square h, add_eq_left, mul_eq_zero, or_iff_right hk',
    dotProduct_self_eq_zero, sub_eq_zero]
```

## How far the sublattices move

The clamped energy is also the completed square at u = 0. Comparing the two expressions at k = 1,

(3/16)((tr e)² + 2 tr e²) = (3/8)(tr e)² + (3/4)|u*|²,

so

|u*|² = (2 tr e² − (tr e)²)/4.

For symmetric strain the numerator is (e_00 − e_11)² + 4e_01², the squared difference of the principal strains. The shift is thus half that difference, in bond lengths, and a uniform dilation produces none.

```lean
/-- Under symmetric strain the squared length of `relaxedShift` in a honeycomb star is
`(2 tr e² - (tr e)²) / 4`. -/
theorem relaxedShift_length_sq (h : IsHoneycombStar n) {e : Matrix (Fin 2) (Fin 2) ℝ}
    (he : e.IsSymm) :
    relaxedShift n e ⬝ᵥ relaxedShift n e = (2 * (e * e).trace - e.trace ^ 2) / 4 := by
  have h1 := clamped_energy h 1 he
  rw [energy_complete_square h, zero_sub, neg_dotProduct, dotProduct_neg, neg_neg] at h1
  linear_combination 4 / 3 * h1
```

## Pure shear before and after relaxation

A pure shear is a non-zero symmetric strain with tr e = 0. Its two energies are

E(0) = (3k/8) tr e² > 0, E(u*) = 0.

For example, take e = diag(η, −η) with η ≠ 0 and n_0 along the first axis. The elongations are η, −η/2 and −η/2, so the clamped energy is 3kη²/4. The shift u* = (−η, 0) changes them by −η, η/2 and η/2, and, to first order in η, every spring returns to its natural length.

In Lean, positivity comes from writing tr e² as e_00² + 2e_01² + e_11². If this were not positive, every entry of e would vanish, contradicting `hne`. The zero relaxed energy follows from the minimum formula with tr e = 0.

```lean
/-- For `k > 0`, a non-zero symmetric traceless strain (a pure shear) costs energy in a honeycomb
star with clamped sublattices, and none after the shift `relaxedShift`. -/
theorem shear_stiffness_lost (h : IsHoneycombStar n) {k : ℝ} (hk : 0 < k)
    {e : Matrix (Fin 2) (Fin 2) ℝ} (he : e.IsSymm) (ht : e.trace = 0) (hne : e ≠ 0) :
    0 < energy k n e 0 ∧ energy k n e (relaxedShift n e) = 0 := by
  constructor
  · have h10 : e 1 0 = e 0 1 := he.apply 0 1
    have hQ : (e * e).trace = e 0 0 ^ 2 + 2 * e 0 1 ^ 2 + e 1 1 ^ 2 := by
      simp only [Matrix.trace_fin_two, Matrix.mul_apply, Fin.sum_univ_two, h10]
      ring
    have hpos : 0 < (e * e).trace := by
      by_contra hle
      rw [hQ] at hle
      have ha : e 0 0 = 0 := pow_eq_zero_iff (two_ne_zero) |>.mp (by
        linarith [sq_nonneg (e 0 0), sq_nonneg (e 0 1), sq_nonneg (e 1 1)])
      have hb : e 0 1 = 0 := pow_eq_zero_iff (two_ne_zero) |>.mp (by
        linarith [sq_nonneg (e 0 0), sq_nonneg (e 0 1), sq_nonneg (e 1 1)])
      have hd : e 1 1 = 0 := by
        rw [Matrix.trace_fin_two, ha, zero_add] at ht
        exact ht
      apply hne
      ext i j
      fin_cases i <;> fin_cases j <;> simp [ha, hb, hd, h10]
    rw [clamped_energy h k he, ht]
    positivity
  · rw [(energy_eq_min_iff h hk e _).mpr rfl, ht]
    ring

end

end HoneycombSprings
```

```lean
#print axioms HoneycombSprings.honeycomb_relaxation
-- 'HoneycombSprings.honeycomb_relaxation' depends on axioms: [propext, Classical.choice, Quot.sound]
#print axioms HoneycombSprings.relaxedShift_length_sq
-- 'HoneycombSprings.relaxedShift_length_sq' depends on axioms: [propext, Classical.choice, Quot.sound]
#print axioms HoneycombSprings.shear_stiffness_lost
-- 'HoneycombSprings.shear_stiffness_lost' depends on axioms: [propext, Classical.choice, Quot.sound]
```
